# Largest-diagonal pivoted Cholesky leaves at most $(1-1/n)^k$ of the trace of a real positive semidefinite $n\times n$ matrix after $k$ steps

Without a bound on the residual, anyone who truncates a pivoted Cholesky decomposition of an integral matrix after $k$ steps cannot say before the run how much of the matrix may be missing. For a real positive semidefinite matrix of size $n \ge 1$, in exact arithmetic and with a largest remaining diagonal entry as the pivot of every step, the trace of the missing part is at most $(1-1/n)^k$ times the original trace.

```lean
import Mathlib

open Matrix

namespace PivotedCholeskyTrace

noncomputable section

variable {ι : Type*}

/-- The residual left when the rank-one Cholesky term of pivot `p` is subtracted from `M`. -/
def choleskyResidual (M : Matrix ι ι ℝ) (p : ι) : Matrix ι ι ℝ :=
  Matrix.of fun i j => M i j - M i p * M p j / M p p

/-- One step of the algorithm: a zero matrix is left alone, and a nonzero matrix is reduced
at a pivot carrying a largest diagonal entry. -/
def PivotStep (M R : Matrix ι ι ℝ) : Prop :=
  (M = 0 ∧ R = 0) ∨
    (M ≠ 0 ∧ ∃ p, (∀ i, M i i ≤ M p p) ∧ R = choleskyResidual M p)

/-- `R k` is the residual after `k` steps of pivoted Cholesky started from `M`. -/
structure IsPivotedRun (M : Matrix ι ι ℝ) (R : ℕ → Matrix ι ι ℝ) : Prop where
  start : R 0 = M
  step : ∀ k, PivotStep (R k) (R (k + 1))

variable [Fintype ι]

/-- The indices whose diagonal entry is not zero. -/
def activeSites (M : Matrix ι ι ℝ) : Finset ι :=
  Finset.univ.filter fun i => M i i ≠ 0

/-- Every real square matrix admits a run of pivoted Cholesky. -/
theorem exists_run (M : Matrix ι ι ℝ) : ∃ R, IsPivotedRun M R := by
  have h : ∀ A : Matrix ι ι ℝ, ∃ B, PivotStep A B := by
    intro A
    by_cases hA : A = 0
    · exact ⟨0, Or.inl ⟨hA, rfl⟩⟩
    · rcases isEmpty_or_nonempty ι with he | hne
      · exact absurd (by ext i j; exact isEmptyElim i) hA
      · obtain ⟨p, hp⟩ := Finite.exists_max fun i => A i i
        exact ⟨_, Or.inr ⟨hA, p, hp, rfl⟩⟩
  choose f hf using h
  refine ⟨fun k => f^[k] M, rfl, fun k => ?_⟩
  simp only [Function.iterate_succ_apply']
  exact hf _

omit [Fintype ι] in
/-- A positive semidefinite matrix with zero diagonal is zero. -/
theorem eq_zero_of_diag {M : Matrix ι ι ℝ} (hM : M.PosSemidef)
    (h : ∀ i, M i i = 0) : M = 0 := by
  ext i j
  -- the two-by-two principal minor is nonnegative
  have hd : 0 ≤ M i i * M j j - M i j * M j i := by
    have h0 := (hM.submatrix ![i, j]).det_nonneg
    rw [Matrix.det_fin_two] at h0
    exact h0
  have hs : M j i = M i j := by simpa using hM.isHermitian.apply i j
  rw [h i, h j, hs] at hd
  have hsq : M i j * M i j ≤ 0 := by linarith
  have hz : M i j = 0 := mul_self_eq_zero.1 (le_antisymm hsq (mul_self_nonneg _))
  exact hz

/-- A step on a nonzero positive semidefinite matrix keeps it positive semidefinite, lowers
the trace by at least the pivot, and lowers the number of nonzero diagonal entries; the trace
before the step is at most that number times the pivot. -/
theorem step_estimates {M : Matrix ι ι ℝ} (hM : M.PosSemidef) (hne : M ≠ 0) {p : ι}
    (hp : ∀ i, M i i ≤ M p p) :
    (choleskyResidual M p).PosSemidef ∧
    (choleskyResidual M p).trace ≤ M.trace - M p p ∧
    (activeSites (choleskyResidual M p)).card < (activeSites M).card ∧
    M.trace ≤ (activeSites M).card * M p p := by
  classical
  have hpos : 0 < M p p := by
    by_contra h
    exact hne (eq_zero_of_diag hM fun i =>
      le_antisymm ((hp i).trans (not_lt.1 h)) hM.diag_nonneg)
  have hs : ∀ i, M p i = M i p := fun i => by simpa using hM.isHermitian.apply i p
  have hrow : ∀ j, choleskyResidual M p p j = 0 := fun j => by
    simp only [choleskyResidual, Matrix.of_apply]
    rw [mul_div_cancel_left₀ _ hpos.ne', sub_self]
  have hterm : ∀ i, 0 ≤ M i p * M p i / M p p := fun i => by
    rw [hs i]
    exact div_nonneg (mul_self_nonneg _) hpos.le
  -- the residual equals `(1 - E)ᴴ * M * (1 - E)` for the matrix `E` below
  have hpsd : (choleskyResidual M p).PosSemidef := by
    let E : Matrix ι ι ℝ := Matrix.of fun i j => if i = p then M p j / M p p else 0
    have h1 : M * (1 - E) = choleskyResidual M p := by
      ext i j
      rw [Matrix.mul_sub, Matrix.mul_one, Matrix.sub_apply, Matrix.mul_apply]
      simp [E, choleskyResidual, mul_div_assoc]
    have h2 : Eᴴ * choleskyResidual M p = 0 := by
      ext i j
      rw [Matrix.mul_apply]
      refine Finset.sum_eq_zero fun k _ => ?_
      by_cases hk : k = p
      · rw [hk, hrow, mul_zero]
      · simp [E, hk]
    have h3 := hM.conjTranspose_mul_mul_same (1 - E)
    rwa [Matrix.mul_assoc, h1, Matrix.conjTranspose_sub, Matrix.conjTranspose_one,
      Matrix.sub_mul, Matrix.one_mul, h2, sub_zero] at h3
  refine ⟨hpsd, ?_, ?_, ?_⟩
  · have h1 : (choleskyResidual M p).trace = M.trace - ∑ i, M i p * M p i / M p p := by
      simp [Matrix.trace, choleskyResidual, Finset.sum_sub_distrib]
    have h2 := Finset.single_le_sum (f := fun i => M i p * M p i / M p p)
      (fun i _ => hterm i) (Finset.mem_univ p)
    have h3 : M p p * M p p / M p p = M p p := mul_div_cancel_left₀ _ hpos.ne'
    simp only [h3] at h2
    linarith
  · -- zero diagonal entries stay zero, and the pivot becomes a new one
    have hsub : activeSites (choleskyResidual M p) ⊆ activeSites M := by
      intro i hi
      simp only [activeSites, Finset.mem_filter, Finset.mem_univ, true_and] at hi ⊢
      intro h0
      apply hi
      refine le_antisymm ?_ hpsd.diag_nonneg
      simp only [choleskyResidual, Matrix.of_apply]
      linarith [hterm i]
    exact Finset.card_lt_card ((Finset.ssubset_iff_of_subset hsub).2
      ⟨p, by simp [activeSites, hpos.ne'], by simp [activeSites, hrow]⟩)
  · have h1 : M.trace = ∑ i ∈ activeSites M, M i i :=
      (Finset.sum_filter_ne_zero (s := Finset.univ) (f := fun i => M i i)).symm
    rw [h1, ← nsmul_eq_mul]
    exact Finset.sum_le_card_nsmul _ _ _ fun i _ => hp i

/-- After `k` steps the residual is positive semidefinite, and it is either zero or has at
most `n - k` nonzero diagonal entries. -/
theorem run_invariant {M : Matrix ι ι ℝ} (hM : M.PosSemidef) {R : ℕ → Matrix ι ι ℝ}
    (hR : IsPivotedRun M R) (k : ℕ) :
    (R k).PosSemidef ∧ (R k = 0 ∨ (activeSites (R k)).card + k ≤ Fintype.card ι) := by
  induction k with
  | zero =>
    rw [hR.start]
    exact ⟨hM, Or.inr (Finset.card_le_univ _)⟩
  | succ k ih =>
    rcases hR.step k with ⟨_, h0⟩ | ⟨hne, p, hp, h⟩
    · rw [h0]
      exact ⟨Matrix.PosSemidef.zero, Or.inl rfl⟩
    · obtain ⟨h1, _, h3, _⟩ := step_estimates ih.1 hne hp
      have h4 := ih.2.resolve_left hne
      rw [h]
      exact ⟨h1, Or.inr (by omega)⟩

/-- For an `n` by `n` positive semidefinite matrix the residual is zero from step `n` on. -/
theorem residual_eq_zero {M : Matrix ι ι ℝ} (hM : M.PosSemidef) {R : ℕ → Matrix ι ι ℝ}
    (hR : IsPivotedRun M R) {k : ℕ} (hk : Fintype.card ι ≤ k) : R k = 0 := by
  obtain ⟨hpsd, h | h⟩ := run_invariant hM hR k
  · exact h
  · have h0 : activeSites (R k) = ∅ := Finset.card_eq_zero.1 (by omega)
    refine eq_zero_of_diag hpsd fun i => ?_
    by_contra hi
    have hmem : i ∈ activeSites (R k) := by simp [activeSites, hi]
    simp [h0] at hmem

/-- Linear trace bound: after `k ≤ n` steps, `n` times the residual trace is at most
`n - k` times the original trace. -/
theorem trace_linear_bound {M : Matrix ι ι ℝ} (hM : M.PosSemidef) {R : ℕ → Matrix ι ι ℝ}
    (hR : IsPivotedRun M R) {k : ℕ} (hk : k ≤ Fintype.card ι) :
    (Fintype.card ι : ℝ) * (R k).trace ≤ ((Fintype.card ι : ℝ) - k) * M.trace := by
  induction k with
  | zero => simp [hR.start]
  | succ k ih =>
    have ih := ih (by omega)
    have hk' : (k : ℝ) + 1 ≤ Fintype.card ι := by exact_mod_cast hk
    have hT : 0 ≤ M.trace := Finset.sum_nonneg fun i _ => hM.diag_nonneg
    push_cast
    rcases hR.step k with ⟨_, h0⟩ | ⟨hne, p, hp, h⟩
    · rw [h0, Matrix.trace_zero, mul_zero]
      exact mul_nonneg (by linarith) hT
    · obtain ⟨hpsd, hc⟩ := run_invariant hM hR k
      obtain ⟨_, h2, _, h4⟩ := step_estimates hpsd hne hp
      rw [← h] at h2
      have hc' : ((activeSites (R k)).card : ℝ) + k ≤ Fintype.card ι := by
        exact_mod_cast hc.resolve_left hne
      have hn : (0 : ℝ) ≤ Fintype.card ι := Nat.cast_nonneg _
      have hd : (0 : ℝ) < (Fintype.card ι : ℝ) - k := by linarith
      -- the pivot is at least the average over the surviving diagonal entries
      have h5 : (R k).trace ≤ ((Fintype.card ι : ℝ) - k) * R k p p :=
        h4.trans (mul_le_mul_of_nonneg_right (by linarith) hpsd.diag_nonneg)
      have a1 := mul_le_mul_of_nonneg_left h2 (mul_nonneg hn hd.le)
      have a2 := mul_le_mul_of_nonneg_left h5 hn
      have a3 := mul_le_mul_of_nonneg_left ih
        (show (0 : ℝ) ≤ (Fintype.card ι : ℝ) - k - 1 by linarith)
      refine le_of_mul_le_mul_left ?_ hd
      linarith

/-- Geometric trace bound: for an `n` by `n` positive semidefinite matrix with `n ≥ 1`, the
residual trace after `k` steps is at most `(1 - 1/n)^k` times the original trace. -/
theorem trace_geometric_bound [Nonempty ι] {M : Matrix ι ι ℝ} (hM : M.PosSemidef)
    {R : ℕ → Matrix ι ι ℝ} (hR : IsPivotedRun M R) (k : ℕ) :
    (R k).trace ≤ (1 - 1 / (Fintype.card ι : ℝ)) ^ k * M.trace := by
  have hn : (1 : ℝ) ≤ Fintype.card ι := by exact_mod_cast Fintype.card_pos (α := ι)
  have hn0 : (0 : ℝ) < Fintype.card ι := by linarith
  have hinv : 1 / (Fintype.card ι : ℝ) ≤ 1 := (div_le_one hn0).2 hn
  have hT : 0 ≤ M.trace := Finset.sum_nonneg fun i _ => hM.diag_nonneg
  rcases le_total k (Fintype.card ι) with hk | hk
  · have h1 : (R k).trace ≤ (1 + k * -(1 / (Fintype.card ι : ℝ))) * M.trace := by
      refine le_of_mul_le_mul_left ((trace_linear_bound hM hR hk).trans_eq ?_) hn0
      field_simp
      try ring
    -- Bernoulli's inequality compares the linear and the geometric factor
    have h2 := one_add_mul_le_pow
      (show (-2 : ℝ) ≤ -(1 / (Fintype.card ι : ℝ)) by linarith) k
    rw [← sub_eq_add_neg 1 (1 / (Fintype.card ι : ℝ))] at h2
    exact h1.trans (mul_le_mul_of_nonneg_right h2 hT)
  · rw [residual_eq_zero hM hR hk, Matrix.trace_zero]
    exact mul_nonneg (pow_nonneg (by linarith) k) hT

/-- For the identity matrix every run attains equality in the linear trace bound at each
step `k ≤ n`. -/
theorem linear_bound_sharp [DecidableEq ι] {R : ℕ → Matrix ι ι ℝ}
    (hR : IsPivotedRun (1 : Matrix ι ι ℝ) R) {k : ℕ} (hk : k ≤ Fintype.card ι) :
    (Fintype.card ι : ℝ) * (R k).trace =
      ((Fintype.card ι : ℝ) - k) * (1 : Matrix ι ι ℝ).trace := by
  -- the residual is the diagonal projector onto some set of `n - k` indices
  have key : ∃ S : Finset ι, S.card + k = Fintype.card ι ∧
      R k = Matrix.diagonal fun i => if i ∈ S then (1 : ℝ) else 0 := by
    induction k with
    | zero => exact ⟨Finset.univ, by simp, by simp [hR.start]⟩
    | succ k ih =>
      obtain ⟨S, hS, hRS⟩ := ih (by omega)
      obtain ⟨i, hi⟩ : S.Nonempty := Finset.card_pos.1 (by omega)
      have hii : R k i i = 1 := by simp [hRS, hi]
      rcases hR.step k with ⟨h0, _⟩ | ⟨_, p, hp, h⟩
      · simp [h0] at hii
      · have hpS : p ∈ S := by
          by_contra hn
          have h1 := hp i
          have h2 : R k p p = 0 := by simp [hRS, hn]
          linarith
        refine ⟨S.erase p, ?_, ?_⟩
        · have := Finset.card_erase_add_one hpS
          omega
        · rw [h, hRS]
          ext a b
          by_cases ha : a = p
          · simp [choleskyResidual, Matrix.diagonal_apply, ha, hpS]
          · simp [choleskyResidual, Matrix.diagonal_apply, ha]
  obtain ⟨S, hS, hRS⟩ := key
  have hS' : (S.card : ℝ) + k = Fintype.card ι := by exact_mod_cast hS
  have ht : (R k).trace = S.card := by simp [hRS, Matrix.trace_diagonal]
  rw [ht, Matrix.trace_one, ← hS']
  ring

end

end PivotedCholeskyTrace
```

```lean
#print axioms PivotedCholeskyTrace.exists_run
-- 'PivotedCholeskyTrace.exists_run' depends on axioms: [propext, Classical.choice, Quot.sound]
#print axioms PivotedCholeskyTrace.trace_geometric_bound
-- 'PivotedCholeskyTrace.trace_geometric_bound' depends on axioms: [propext, Classical.choice, Quot.sound]
#print axioms PivotedCholeskyTrace.linear_bound_sharp
-- 'PivotedCholeskyTrace.linear_bound_sharp' depends on axioms: [propext, Classical.choice, Quot.sound]
```

## Runs, pivots and ties

Let $M$ be a real matrix whose rows and columns are labelled by a finite set `ι` with $n$ elements, written `Fintype.card ι`. Subtracting the Cholesky term of pivot $p$ gives the matrix with entries

$$M_{ij} - \frac{M_{ip}M_{pj}}{M_{pp}},$$

which is `choleskyResidual M p`. The relation `PivotStep` says which matrices may follow which: a nonzero matrix is reduced at some index carrying a largest diagonal entry, and a zero matrix stays zero. Stopping is thus represented by repeating the zero matrix.

A run, `IsPivotedRun M R`, is a sequence $R_0, R_1, \dots$ with $R_0 = M$ in which each matrix follows from the previous one by such a step. The main theorem, `trace_geometric_bound`, reads: if $n \ge 1$ and $M$ is positive semidefinite, then for every run and every $k$,

$$\operatorname{tr} R_k \le \left(1-\frac1n\right)^k \operatorname{tr} M .$$

The hypothesis `[Nonempty ι]` expresses $n \ge 1$, and `M.PosSemidef` includes the symmetry of $M$. Since the run is arbitrary, the bound holds however ties between equal diagonal entries are broken. The theorem `exists_run` shows that every matrix has at least one run, so the statement is never empty. For a matrix that is not positive semidefinite a pivot can be zero, and Lean then sets the quotient to zero; for positive semidefinite $M$ this never happens.

The algorithm could also have been defined as a function with a fixed tie-breaking rule, such as taking the first largest entry in an ordering of the indices. Runs would then exist by construction, but the theorem would cover only that rule, and a program that resolved ties differently would need a separate argument.

## Integral matrices and the meaning of the trace

In electronic-structure codes, a typical $M$ is the matrix of two-electron repulsion integrals $(\mu\nu|\lambda\sigma)$ over real orbitals, with the pair $\mu\nu$ as row index and $\lambda\sigma$ as column index. It is positive semidefinite because the Coulomb self-interaction of any real charge distribution is nonnegative. Here $n$ is the number of orbital pairs, and $\operatorname{tr} R_k$ is the sum of the errors that remain in the diagonal integrals when $k$ Cholesky vectors are used. Because the residual is itself positive semidefinite, no entry of it exceeds its trace in absolute value, so a small trace controls every integral error.

The guarantee is an upper bound for exact real arithmetic, and it uses nothing about $M$ except positivity. It therefore does not capture the faster decay that near-linear dependence among orbital products can produce. Rounding errors, complex orbitals and the assembly of the Cholesky vectors into a triangular factor are not modelled.

## One step by hand

Suppose first that $M$ is positive semidefinite with zero diagonal. Every two-by-two principal minor is nonnegative, so $0 \le M_{ii}M_{jj} - M_{ij}^2 = -M_{ij}^2$ and $M = 0$. This is `eq_zero_of_diag`. Hence a nonzero positive semidefinite $M$ has a positive largest diagonal entry $M_{pp}$, and the division in the step is legitimate.

Write $R'$ for the residual after pivot $p$. Four facts follow, collected in `step_estimates`.

1. $R'$ is positive semidefinite. Let $E$ be the matrix whose only nonzero row is row $p$, with $E_{pj} = M_{pj}/M_{pp}$. Then $(ME)_{ij} = M_{ip}M_{pj}/M_{pp}$, so $M(1-E) = R'$. Row $p$ of $R'$ vanishes, so $E^{T}R' = 0$. Together these give $(1-E)^{T}M(1-E) = R'$, and therefore $x^{T}R'x = y^{T}My \ge 0$ with $y = (1-E)x$.
2. The trace falls by at least the pivot. By symmetry,
$$\operatorname{tr} R' = \operatorname{tr} M - \sum_i \frac{M_{ip}^2}{M_{pp}} \le \operatorname{tr} M - M_{pp},$$
because all terms are nonnegative and the one with $i = p$ equals $M_{pp}$.
3. The number of nonzero diagonal entries falls. If $M_{ii} = 0$, then $0 \le R'_{ii} \le M_{ii} = 0$, so zeros stay zero, while $R'_{pp} = 0$ is new.
4. If $a$ diagonal entries of $M$ are nonzero, then $\operatorname{tr} M \le a\,M_{pp}$, since none exceeds the pivot.

In Lean, the set of indices counted by $a$ is `activeSites M`.

## The triple product that preserves positivity

The proof turns on Mathlib's `conjTranspose_mul_mul_same`, which states that $B^{\dagger}MB$ is positive semidefinite whenever $M$ is. It is applied with $B = 1-E$, and over the reals the conjugate transpose is the transpose. The lemma does not ask for $B$ to be invertible, which matters here: column $p$ of $1-E$ is zero, so $B$ is singular. The local facts `h1` and `h2` are the two identities $M(1-E) = R'$ and $E^{T}R' = 0$, and the final `rwa` uses them to turn the triple product into $R'$.

## From one step to $k$ steps

Let $M$ be positive semidefinite. By fact 1 every residual $R_k$ is then positive semidefinite too, so the four facts apply to each step on a nonzero residual. Facts 2 and 4, with $a \le n$, already give a factor $1-1/n$ per step. Keeping track of $a$ yields a stronger bound, and the proof takes that route.

Each step on a nonzero residual removes at least one nonzero diagonal entry. So if $R_k \ne 0$, at most $n-k$ of them are left, which is the content of `run_invariant`. In particular $R_k = 0$ once $k \ge n$, as `residual_eq_zero` states.

Now let $R_k \neq 0$, so that $k < n$, and let $d$ be its largest diagonal entry. Then $\operatorname{tr} R_k \le (n-k)\,d$, and

$$\operatorname{tr} R_{k+1} \le \operatorname{tr} R_k - d \le \frac{n-k-1}{n-k}\operatorname{tr} R_k .$$

If $R_k = 0$ and $k < n$, then $R_{k+1} = 0$ as well, and the inequality between the first and the last expression reads $0 \le 0$. The factors telescope to

$$n \operatorname{tr} R_k \le (n-k)\operatorname{tr} M \qquad (k \le n),$$

which is `trace_linear_bound`. Lean proves it by induction on $k$ and avoids the quotients: `a1`, `a2` and `a3` are the trace drop, the pivot estimate and the induction hypothesis, each multiplied by a nonnegative factor. `linarith` adds them, after both sides of the goal have been multiplied by the positive factor $n-k$.

For $n \ge 1$ and $k \le n$, Bernoulli's inequality gives

$$1-\frac kn \le \left(1-\frac1n\right)^k .$$

Multiplying by $\operatorname{tr} M \ge 0$ turns the linear bound into the geometric one; the Mathlib lemma is `one_add_mul_le_pow`. For $k \ge n$ the residual is zero and the right-hand side is nonnegative.

## The identity matrix attains the linear bound

For $M = 1$ all diagonal entries tie, and each step removes one index and leaves the others untouched. After $k \le n$ steps the residual is the projector onto the $n-k$ unused indices, so its trace is exactly $n-k$. The theorem `linear_bound_sharp` proves this for every run, carrying the set `S` of unused indices through the induction; the pivot must lie in `S`, because the diagonal entries outside it are zero. Positivity alone therefore cannot promise a trace error below a fraction $\varepsilon$ of the original in fewer than $(1-\varepsilon)n$ steps. The identity is a test case for the bound and not a repulsion-integral matrix for two or more orbitals, because $(\mu\mu|\nu\nu) > 0$. A guarantee that a short expansion of an integral matrix is accurate must therefore draw on more than positivity.
